# A metastable spin-polarized state in a two-orbital exchange model

## Levels, occupations and energy

Two orbitals have bare energies ε(0) = 0 and ε(1) = d, with d > 0. Each can hold at most one spin-up and one spin-down electron, so there are four spin orbitals (i, s) with occupations n(i, s) between 0 and 1, and the occupations sum to 2. Let σ(s) be +1 for up and −1 for down. The moment m is the number of up electrons minus the number of down electrons. The energy is

E(n) = d·u − I m²/4, where u = n(1, ↑) + n(1, ↓).

The constant I > 0 is postulated. It stands for the exchange energy gained when spins align, condensed into one parameter. The spin levels are

ε(i, s) = ε(i) − σ(s) I m/2.

An occupation is strictly aufbau if some Fermi level μ has only full spin orbitals below it and only empty ones above it, with no level at μ and with the levels computed from that same occupation. This is the sense of "self-consistent" used here.

The closed shell has both electrons in orbital 0, so m = 0. A polarized filling has one electron in each orbital with equal spins, so m = ±2. The closed shell is always strictly aufbau. A polarized filling is strictly aufbau exactly when d < 2I, but it is lower in energy than the closed shell exactly when d < I. For I < d < 2I it is therefore self-consistent and lies above the closed shell.

## Two thresholds, an energy bound and a barrier

**Levels are slopes.** Adding charge t to (i, s) changes m to m + σ(s)t. Since σ(s)² = 1,

ΔE = ε(i) t − (I/4)(2σ(s) m t + t²) = t ε(i, s) − I t²/4.

**Self-consistent fillings.** Strict aufbau makes every occupation 0 or 1, which leaves six ways to place two electrons.

- Closed shell: the levels are 0, 0, d, d, and the lower two are filled. This always works.
- Both electrons in orbital 1: again m = 0, but the filled levels d lie above the empty levels 0. This fails.
- One electron in each orbital with opposite spins (two fillings): m = 0, so a full and an empty spin orbital share the level 0. This fails.
- Polarized up: the filled levels are −I and d − I, the empty ones I and d + I. This works exactly when d − I < I, that is, d < 2I. Polarized down is its mirror image.

**Energies.** The closed shell has E = 0. A polarized filling has u = 1 and m² = 4, so E = d − I, which is negative exactly when d < I.

The two thresholds differ because the levels move as charge is transferred. Moving a fraction x of an electron from (0, ↓) to (1, ↑) gives m = 2x and E = dx − Ix², with slope d − 2Ix. Self-consistency of the final state tests the slope at x = 1, which is d − 2I; the energy difference is the slope averaged over the path, d − I.

**A bound at fixed moment.** Orbital 0 holds 2 − u electrons, at most one of each spin, so its moment is at most u in magnitude. The same holds for orbital 1. Hence |m| ≤ 2u, and

E(n) ≥ d|m|/2 − I m²/4.

**Energies near the polarized filling.** Subtracting the polarized energy and using |m| ≥ m gives

E(n) − (d − I) ≥ (2 − m)(I(m + 2) − 2d)/4.

The right side is positive for 2d/I − 2 < m < 2. Only the spin-up polarized filling has m = 2, so for d < 2I it is lower in energy than every other allowed occupation with m > 2d/I − 2. This region is not a basin of attraction: it extends past the barrier at m = d/I, and below that moment the straight path above runs downhill to the closed shell.

**The barrier.** At m = d/I the bound equals d²/(4I). On the straight path above,

d²/(4I) − (dx − Ix²) = (d − 2Ix)²/(4I) ≥ 0,

so the path never exceeds that value.

**Numbers.** Take d = 3 and I = 2 in a common energy unit. The polarized filling has filled levels −2 and 1 and empty levels 2 and 5, so it is strictly aufbau with μ = 3/2. Its energy is 1, against 0 for the closed shell. The polarized filling is lowest among the occupations with m > 1, and the barrier is 9/8 at m = 3/2, only 1/8 above the polarized state.

In spin-polarized mean-field calculations this is a reason to compare energies from several starting moments: even in this two-orbital, one-parameter model with fixed orbitals, a correct aufbau filling does not identify the ground state.

## The model in Lean

```lean
import Mathlib

open Finset

namespace CompetingSpinStates

noncomputable section
```

An occupation is a real-valued function of orbital and spin, with `true` for up. The type itself imposes neither bounds nor an electron number.

```lean
/-- Occupation numbers of two orbitals (`0` lower, `1` upper), each with spin up (`true`)
and spin down (`false`). -/
abbrev Occupation := Fin 2 → Bool → ℝ
```

The moment, the bare energies and the sign σ(s) follow the definitions above.

```lean
/-- The spin moment: number of up electrons minus number of down electrons. -/
def moment (n : Occupation) : ℝ := ∑ i, (n i true - n i false)

/-- The bare orbital energies `0` and `d`. -/
def bare (d : ℝ) (i : Fin 2) : ℝ := if i = 0 then 0 else d

/-- The sign of a spin: `+1` for up and `-1` for down. -/
def spinSign (s : Bool) : ℝ := if s = true then 1 else -1
```

The energy and the levels are separate definitions; their relation is a theorem below. Neither definition restricts the signs of `d` and `I`.

```lean
/-- The total energy: band sum minus the exchange term `I m² / 4`. -/
def energy (d I : ℝ) (n : Occupation) : ℝ :=
  ∑ i, ∑ s, bare d i * n i s - I * moment n ^ 2 / 4

/-- The spin levels in the exchange field of the occupation `n`: up levels are shifted by
`-I m / 2` and down levels by `+I m / 2`. -/
def level (d I : ℝ) (n : Occupation) (i : Fin 2) (s : Bool) : ℝ :=
  bare d i - spinSign s * (I * moment n / 2)
```

`Admissible` permits fractional occupations, which the energy bound and the barrier need.

```lean
/-- Two electrons distributed over the spin orbitals, with occupations between 0 and 1. -/
def Admissible (n : Occupation) : Prop :=
  (∀ i s, 0 ≤ n i s ∧ n i s ≤ 1) ∧ ∑ i, ∑ s, n i s = 2
```

`StrictAufbau` places `μ` strictly between full and empty levels. Partly filled levels at the Fermi energy are thereby excluded, as is the degenerate case d = 2I for the polarized filling. The predicate describes a fixed point and says nothing about whether a particular iteration reaches it.

```lean
/-- Strict aufbau: a Fermi level separates full spin orbitals strictly below it from empty
ones strictly above it, the levels being those produced by the occupation itself. -/
def StrictAufbau (d I : ℝ) (n : Occupation) : Prop :=
  ∃ μ, ∀ i s, (n i s = 1 ∧ level d I n i s < μ) ∨ (n i s = 0 ∧ μ < level d I n i s)
```

The competing states are explicit functions; `polarized s` covers both spin directions.

```lean
/-- The closed shell: both electrons in the lower orbital. -/
def closedShell : Occupation := fun i _ => if i = 0 then 1 else 0

/-- The polarized filling: one electron in each orbital, both with spin `s`. -/
def polarized (s : Bool) : Occupation := fun _ r => if r = s then 1 else 0
```

## Slopes and the classification of fillings

The first theorem is the formula for ΔE, valid for any real occupation and any `t`. The proof splits into the four spin orbitals and expands the square.

```lean
/-- Adding charge `t` to a spin orbital changes the energy by `t` times its level, up to the
quadratic term `-I t² / 4`. -/
theorem energy_add_charge (d I t : ℝ) (n : Occupation) (i : Fin 2) (s : Bool) :
    energy d I (fun j r => n j r + if j = i ∧ r = s then t else 0)
      = energy d I n + t * level d I n i s - I * t ^ 2 / 4 := by
  fin_cases i <;> cases s <;>
    simp [energy, level, moment, bare, spinSign, Fin.sum_univ_two] <;> ring
```

The classification assumes only d > 0 and two electrons in total. Bounds on the occupations are unnecessary, because strict aufbau already forces the values 0 and 1. No sign of `I` is assumed either, since d < 2I makes it positive.

In the forward direction, `v1` to `v4` write out the four levels, and the `rcases` line runs through all sixteen full-or-empty patterns. `linarith` refutes those with the wrong electron number or the wrong level order, and the three survivors are identified with the named states. In the converse direction μ = d/2 serves every case: for a polarized filling, both d − I < d/2 and d/2 < I amount to d < 2I.

```lean
/-- For `d > 0`, a two-electron occupation is strictly aufbau exactly if it is the closed
shell, or if `d < 2 I` and it is one of the polarized fillings. -/
theorem strictAufbau_iff {d I : ℝ} (hd : 0 < d) (n : Occupation)
    (hN : ∑ i, ∑ s, n i s = 2) :
    StrictAufbau d I n ↔ n = closedShell ∨ (d < 2 * I ∧ ∃ s, n = polarized s) := by
  constructor
  · rintro ⟨μ, h⟩
    have hm : moment n = n 0 true - n 0 false + (n 1 true - n 1 false) := by
      simp only [moment, Fin.sum_univ_two]
    have v1 : level d I n 0 true = -(I * moment n / 2) := by
      simp [level, bare, spinSign]
    have v2 : level d I n 0 false = I * moment n / 2 := by
      simp [level, bare, spinSign]
    have v3 : level d I n 1 true = d - I * moment n / 2 := by
      simp [level, bare, spinSign]
    have v4 : level d I n 1 false = d + I * moment n / 2 := by
      simp [level, bare, spinSign]
    simp only [Fin.sum_univ_two, Fintype.sum_bool] at hN
    have h1 := h 0 true
    have h2 := h 0 false
    have h3 := h 1 true
    have h4 := h 1 false
    rw [v1] at h1
    rw [v2] at h2
    rw [v3] at h3
    rw [v4] at h4
    -- sixteen integer fillings; electron count and level order leave three
    rcases h1 with ⟨e1, l1⟩ | ⟨e1, l1⟩ <;> rcases h2 with ⟨e2, l2⟩ | ⟨e2, l2⟩ <;>
      rcases h3 with ⟨e3, l3⟩ | ⟨e3, l3⟩ <;> rcases h4 with ⟨e4, l4⟩ | ⟨e4, l4⟩ <;>
      rw [e1, e2, e3, e4] at hm <;> rw [hm] at l1 l2 l3 l4 <;>
      first
      | (exfalso; linarith)
      | (left
         simp [funext_iff, Fin.forall_fin_two, closedShell, e1, e2, e3, e4]
         done)
      | (refine Or.inr ⟨by linarith, true, ?_⟩
         simp [funext_iff, Fin.forall_fin_two, polarized, e1, e2, e3, e4]
         done)
      | (refine Or.inr ⟨by linarith, false, ?_⟩
         simp [funext_iff, Fin.forall_fin_two, polarized, e1, e2, e3, e4])
  · -- in every case the Fermi level can be put at `d / 2`
    rintro (rfl | ⟨h, s, rfl⟩)
    · refine ⟨d / 2, fun i s => ?_⟩
      fin_cases i <;> cases s <;>
        norm_num [level, moment, bare, spinSign, closedShell, Fin.sum_univ_two] <;> linarith
    · refine ⟨d / 2, fun i r => ?_⟩
      fin_cases i <;> cases r <;> cases s <;>
        norm_num [level, moment, bare, spinSign, polarized, Fin.sum_univ_two] <;> linarith
```

## Self-consistency against energy

The two energies come from direct evaluation.

```lean
/-- The closed shell has energy `0` and each polarized filling has energy `d - I`. -/
theorem energy_values (d I : ℝ) (s : Bool) :
    energy d I closedShell = 0 ∧ energy d I (polarized s) = d - I := by
  constructor
  · simp [energy, moment, bare, closedShell]
  · cases s <;> norm_num [energy, moment, bare, polarized, Fin.sum_univ_two]
```

The main theorem joins two equivalences, for either spin direction `s`. The first applies the classification to both states, with `hne` ensuring that a polarized filling is not the closed shell in disguise. The second substitutes the energies, reducing the comparison to d − I < 0.

```lean
/-- For `d > 0`, the closed shell and a polarized filling are both strictly aufbau exactly
if `d < 2 I`, while the polarized filling is lower in energy exactly if `d < I`. -/
theorem competing_spin_states {d I : ℝ} (hd : 0 < d) (s : Bool) :
    ((StrictAufbau d I closedShell ∧ StrictAufbau d I (polarized s)) ↔ d < 2 * I) ∧
      (energy d I (polarized s) < energy d I closedShell ↔ d < I) := by
  have hc : ∑ i, ∑ r, closedShell i r = 2 := by
    norm_num [closedShell, Fin.sum_univ_two]
  have hp : ∑ i, ∑ r, polarized s i r = 2 := by
    cases s <;> norm_num [polarized, Fin.sum_univ_two]
  have hne : polarized s ≠ closedShell := by
    intro h
    have h1 := congrFun (congrFun h 1) s
    simp [polarized, closedShell] at h1
  constructor
  · rw [strictAufbau_iff hd _ hc, strictAufbau_iff hd _ hp]
    constructor
    · rintro ⟨_, h | h⟩
      · exact absurd h hne
      · exact h.1
    · exact fun h => ⟨Or.inl rfl, Or.inr ⟨h, s, rfl⟩⟩
  · rw [(energy_values d I s).1, (energy_values d I s).2, sub_neg]
```

## Metastability and the barrier height

The bound at fixed moment covers all admissible occupations, fractional ones included. Here `key` is the inequality |m| ≤ 2u, which is then multiplied by d ≥ 0.

```lean
/-- For `d ≥ 0`, an admissible occupation of moment `m` has energy at least
`d |m| / 2 - I m² / 4`. -/
theorem energy_lower_bound {d : ℝ} (I : ℝ) (hd : 0 ≤ d) {n : Occupation}
    (hn : Admissible n) :
    d * |moment n| / 2 - I * moment n ^ 2 / 4 ≤ energy d I n := by
  obtain ⟨hb, hN⟩ := hn
  simp only [Fin.sum_univ_two, Fintype.sum_bool] at hN
  have hm : moment n = n 0 true - n 0 false + (n 1 true - n 1 false) := by
    simp only [moment, Fin.sum_univ_two]
  have hE : energy d I n = d * (n 1 true + n 1 false) - I * moment n ^ 2 / 4 := by
    simp [energy, bare, Fin.sum_univ_two]
    ring
  -- a moment `m` forces at least `|m| / 2` electrons into the upper orbital
  have key : |moment n| ≤ 2 * (n 1 true + n 1 false) := by
    rw [abs_le]
    constructor <;>
      linarith [(hb 0 true).2, (hb 0 false).2, (hb 1 true).1, (hb 1 false).1]
  have := mul_le_mul_of_nonneg_left key hd
  rw [hE]
  linarith
```

The next theorem combines three statements for I < d < 2I: the spin-up polarized filling is strictly aufbau, it lies above the closed shell, and it is strictly lowest among admissible occupations with moment above 2 − δ. The proof supplies δ = 4 − 2d/I, which gives the region m > 2d/I − 2 found by hand. `hlt` shows that any other admissible occupation has m < 2, `hbasin` states that m lies in this region and makes the second factor positive, and the final `nlinarith` uses the product of the two factors. The competitors are occupations of two fixed orbitals with collinear spins, so instabilities through orbital relaxation or spin rotation are not examined.

```lean
/-- For `I < d < 2 I` the spin-up polarized filling is strictly aufbau and lies above the
closed shell, yet it is lower than every other admissible occupation of moment close to 2. -/
theorem polarized_metastable {d I : ℝ} (h1 : I < d) (h2 : d < 2 * I) :
    StrictAufbau d I (polarized true) ∧
      energy d I closedShell < energy d I (polarized true) ∧
      ∃ δ > 0, ∀ n, Admissible n → n ≠ polarized true → 2 - δ < moment n →
        energy d I (polarized true) < energy d I n := by
  have hI : 0 < I := by linarith
  have hd : 0 < d := by linarith
  refine ⟨((competing_spin_states hd true).1.2 h2).2, ?_, 4 - 2 * d / I, ?_, ?_⟩
  · rw [(energy_values d I true).1, (energy_values d I true).2]
    linarith
  · have : 2 * d / I < 4 := by
      rw [div_lt_iff₀ hI]
      linarith
    linarith
  · intro n hn hne hδ
    have hlow := energy_lower_bound I hd.le hn
    have habs := mul_le_mul_of_nonneg_left (le_abs_self (moment n)) hd.le
    have hbasin : 2 * d < (moment n + 2) * I := by
      rw [← div_lt_iff₀ hI]
      linarith
    -- only the polarized filling itself reaches moment 2
    have hlt : moment n < 2 := by
      by_contra hge
      apply hne
      obtain ⟨hb, hN⟩ := hn
      simp only [Fin.sum_univ_two, Fintype.sum_bool] at hN
      simp only [moment, Fin.sum_univ_two, not_lt] at hge
      have b1 := hb 0 true
      have b2 := hb 0 false
      have b3 := hb 1 true
      have b4 := hb 1 false
      funext i s
      fin_cases i <;> cases s <;> simp [polarized] <;> linarith
    rw [(energy_values d I true).2]
    have := mul_pos (sub_pos.2 hlt) (sub_pos.2 hbasin)
    nlinarith
```

The last theorem has two halves: a lower bound on the energy at moment d/I, and an upper bound along the straight path. The first inserts m = d/I into the general bound; the second reduces to the square (d − 2Ix)² ≥ 0. When d < 2I, any continuous path of admissible occupations from m = 0 to m = 2 must cross m = d/I, so d²/(4I) is the lowest possible barrier; that crossing argument is the intermediate value theorem, which the Lean statement leaves to the reader.

```lean
/-- For `d, I > 0`, every admissible occupation of moment `d / I` has energy at least
`d² / (4 I)`, and the straight path from the closed shell to the spin-up polarized filling
never exceeds this energy. -/
theorem barrier {d I : ℝ} (hd : 0 < d) (hI : 0 < I) :
    (∀ n, Admissible n → moment n = d / I → d ^ 2 / (4 * I) ≤ energy d I n) ∧
      ∀ x : ℝ, energy d I (fun i s => (1 - x) * closedShell i s + x * polarized true i s)
        ≤ d ^ 2 / (4 * I) := by
  constructor
  · intro n hn hm
    have h := energy_lower_bound I hd.le hn
    rw [hm, abs_of_pos (div_pos hd hI)] at h
    have e : d * (d / I) / 2 - I * (d / I) ^ 2 / 4 = d ^ 2 / (4 * I) := by
      field_simp
      ring
    rwa [e] at h
  · intro x
    have e : energy d I (fun i s => (1 - x) * closedShell i s + x * polarized true i s)
        = d * x - I * x ^ 2 := by
      simp [energy, moment, bare, closedShell, polarized, Fin.sum_univ_two]
      ring
    rw [e, le_div_iff₀ (by positivity)]
    nlinarith [sq_nonneg (d - 2 * I * x)]

end

end CompetingSpinStates
```

```lean
#print axioms CompetingSpinStates.energy_add_charge
#print axioms CompetingSpinStates.polarized_metastable
#print axioms CompetingSpinStates.barrier
```

```
'CompetingSpinStates.energy_add_charge' depends on axioms: [propext, Classical.choice, Quot.sound]
'CompetingSpinStates.polarized_metastable' depends on axioms: [propext, Classical.choice, Quot.sound]
'CompetingSpinStates.barrier' depends on axioms: [propext, Classical.choice, Quot.sound]
```
